# The zero-wavevector kernel of slab Ewald summation lies above |z| and approaches it at large separation

For $\alpha>0$, the function

$$h(z)=z\,\mathrm{erf}(\alpha z)+\frac{e^{-\alpha^2z^2}}{\alpha\sqrt\pi},\qquad \mathrm{erf}(x)=\frac{2}{\sqrt\pi}\int_0^x e^{-t^2}\,dt,$$

is even, has second derivative $h''(z)=(2\alpha/\sqrt\pi)\,e^{-\alpha^2z^2}$, and satisfies

$$0<h(z)-|z|\le\frac{e^{-\alpha^2z^2}}{\alpha\sqrt\pi}$$

for every real $z$. Hence $h(z)-z\to0$ as $z\to+\infty$. Together with the second derivative, this limit determines $h$ completely.

## The kernel in the energy and force routines

Consider a neutral set of classical point charges $q_i$, periodic in two directions with cell area $A$. Let $z_{ij}=z_i-z_j$ be the separation normal to the slab, and let $\alpha$ be the Ewald splitting parameter, an inverse length. In Gaussian units the zero-wavevector (Parry) energy is

$$E_0=-\frac{\pi}{A}\sum_{i,j}q_iq_j\,h(z_{ij}),$$

where the sum includes $i=j$. Since $h(0)=1/(\alpha\sqrt\pi)$ is positive, a loop that skips the diagonal changes the energy. The force routine uses $h'(z)=\mathrm{erf}(\alpha z)$.

The kernel $|z|$ belongs to a sharp charged sheet, and $h$ to a sheet smeared by a Gaussian. A code that replaces $h$ by $|z|$ for well-separated pairs underestimates the kernel for each such pair, by a positive amount no larger than the Gaussian bound above.

## From the Gaussian integral to the bounds

**Error function.** Differentiating the integral gives $\mathrm{erf}'(x)=(2/\sqrt\pi)e^{-x^2}$. The substitution $t\to-t$ shows that erf is odd, and $\int_0^\infty e^{-t^2}dt=\sqrt\pi/2$ gives $\mathrm{erf}(x)\to1$ as $x\to+\infty$.

**Symmetry and derivatives.** Both factors of $z\,\mathrm{erf}(\alpha z)$ change sign under $z\to-z$, and the Gaussian does not change, so $h$ is even. By the product and chain rules,

$$h'(z)=\mathrm{erf}(\alpha z)+\frac{2\alpha z}{\sqrt\pi}e^{-\alpha^2z^2}-\frac{2\alpha^2z}{\alpha\sqrt\pi}e^{-\alpha^2z^2}=\mathrm{erf}(\alpha z).$$

Differentiating once more gives the stated Gaussian.

**Lower bound.** Fix $x$ and define $F(y)=x\,\mathrm{erf}(y)+e^{-y^2}/\sqrt\pi$. Then

$$F'(y)=\frac{2}{\sqrt\pi}e^{-y^2}(x-y),$$

which is negative for $y>x$. So $F$ decreases strictly on $[x,\infty)$, and its limit at infinity is $x$. Therefore $F(x)>F(x+1)\ge x$. Setting $x=\alpha z$ and dividing by $\alpha$ gives $h(z)>z$. The same inequality at $-z$, with evenness, gives $h(z)>-z$, and so $h(z)>|z|$.

**Upper bound and limit.** Since erf is increasing with limit 1, it is at most 1, and oddness gives $|\mathrm{erf}|\le1$. Thus $z\,\mathrm{erf}(\alpha z)\le|z|$, which leaves at most the Gaussian term in $h(z)-|z|$. For $z\ge0$ the excess is $h(z)-z$, squeezed between zero and a vanishing Gaussian.

**Uniqueness.** Let $f$ have the same second derivative and satisfy $f(z)-z\to0$ at $+\infty$. Then $f'-h'$ is a constant $c$, and $f(z)-h(z)=cz+d$ for some constant $d$. The left side tends to zero. Its change from $z$ to $z+1$ is always $c$, so $c=0$, and then $d=0$. In the electrostatic problem, the condition at infinity excludes an added uniform field and an added constant potential.

## The Lean file

```lean
import Mathlib

open Real Filter Topology

namespace SlabEwaldParry

noncomputable section

/-- The error function, as a normalised Gaussian integral from `0` to `x`. -/
def erf (x : ℝ) : ℝ := 2 / √π * ∫ t in (0 : ℝ)..x, exp (-t ^ 2)

/-- The zero-wavevector kernel of slab Ewald summation, without its prefactor, as a function
of the separation `z` normal to the slab. -/
def parry (α z : ℝ) : ℝ := z * erf (α * z) + exp (-(α * z) ^ 2) / (α * √π)

/-- The derivative of the error function is the normalised Gaussian. -/
theorem erf_hasDerivAt (x : ℝ) : HasDerivAt erf (2 / √π * exp (-x ^ 2)) x := by
  have hc : Continuous (fun t : ℝ => exp (-t ^ 2)) := by fun_prop
  exact (hc.integral_hasStrictDerivAt 0 x).hasDerivAt.const_mul (2 / √π)

/-- The error function is odd. -/
theorem erf_neg (x : ℝ) : erf (-x) = -erf x := by
  have h := intervalIntegral.integral_comp_neg (a := 0) (b := x)
    (fun t : ℝ => exp (-t ^ 2))
  simp only [neg_sq, neg_zero] at h
  unfold erf
  rw [intervalIntegral.integral_symm (-x) 0, ← h]
  ring

/-- The error function tends to one at large argument. -/
theorem erf_tendsto_one : Tendsto erf atTop (𝓝 1) := by
  have h0 : MeasureTheory.Integrable (fun t : ℝ => exp (-t ^ 2)) := by
    simpa using integrable_exp_neg_mul_sq (one_pos : (0 : ℝ) < 1)
  have hv : ∫ t in Set.Ioi (0 : ℝ), exp (-t ^ 2) = √π / 2 := by
    simpa using integral_gaussian_Ioi 1
  have h := (MeasureTheory.intervalIntegral_tendsto_integral_Ioi 0
    (h0.integrableOn (s := Set.Ioi 0)) tendsto_id).const_mul (2 / √π)
  have hs : √π ≠ 0 := (Real.sqrt_pos.2 pi_pos).ne'
  have e : 2 / √π * (√π / 2) = 1 := by field_simp
  rw [hv, e] at h
  exact h

/-- The kernel takes the same value at separations `z` and `-z`. -/
theorem parry_even (α z : ℝ) : parry α (-z) = parry α z := by
  unfold parry
  rw [mul_neg, erf_neg, neg_sq, neg_mul_neg]

/-- The slope of the kernel at separation `z` is `erf (α z)`. -/
theorem parry_hasDerivAt {α : ℝ} (hα : 0 < α) (z : ℝ) :
    HasDerivAt (parry α) (erf (α * z)) z := by
  have hs : √π ≠ 0 := (Real.sqrt_pos.2 pi_pos).ne'
  have h1 : HasDerivAt (fun y : ℝ => α * y) α z :=
    ((hasDerivAt_id' z).const_mul α).congr_deriv (mul_one α)
  have h2 : HasDerivAt (fun y : ℝ => erf (α * y))
      (2 / √π * exp (-(α * z) ^ 2) * α) z := (erf_hasDerivAt (α * z)).comp z h1
  have h3 : HasDerivAt (fun y : ℝ => exp (-(α * y) ^ 2))
      (exp (-(α * z) ^ 2) * (-(2 * (α * z) * α))) z :=
    ((h1.fun_pow 2).fun_neg.exp).congr_deriv (by simp)
  have h4 : HasDerivAt (parry α) (1 * erf (α * z) + z * (2 / √π * exp (-(α * z) ^ 2) * α)
      + exp (-(α * z) ^ 2) * (-(2 * (α * z) * α)) / (α * √π)) z :=
    ((hasDerivAt_id' z).fun_mul h2).fun_add (h3.div_const (α * √π))
  -- the two Gaussian contributions cancel
  have key : exp (-(α * z) ^ 2) * (-(2 * (α * z) * α)) / (α * √π)
      = -(z * (2 / √π * exp (-(α * z) ^ 2) * α)) := by
    generalize exp (-(α * z) ^ 2) = e
    field_simp
  exact h4.congr_deriv (by rw [key]; ring)

/-- The second derivative of the kernel is the Gaussian `2 α exp(-α² z²) / √π`. -/
theorem parry_second_deriv {α : ℝ} (hα : 0 < α) (z : ℝ) :
    HasDerivAt (deriv (parry α)) (2 * α / √π * exp (-(α * z) ^ 2)) z := by
  have h : deriv (parry α) = fun y => erf (α * y) :=
    funext fun y => (parry_hasDerivAt hα y).deriv
  have h1 : HasDerivAt (fun y : ℝ => α * y) α z :=
    ((hasDerivAt_id' z).const_mul α).congr_deriv (mul_one α)
  have h2 : HasDerivAt (fun y : ℝ => erf (α * y))
      (2 / √π * exp (-(α * z) ^ 2) * α) z := (erf_hasDerivAt (α * z)).comp z h1
  rw [h]
  exact h2.congr_deriv (by ring)

/-- The kernel lies strictly above `|z|` at every separation. -/
theorem abs_lt_parry {α : ℝ} (hα : 0 < α) (z : ℝ) : |z| < parry α z := by
  have hs : 0 < √π := Real.sqrt_pos.2 pi_pos
  have key : ∀ x : ℝ, x < x * erf x + exp (-x ^ 2) / √π := by
    intro x
    -- with the prefactor x frozen, the expression decreases to x beyond y = x
    have hd : ∀ y : ℝ, HasDerivAt (fun y => x * erf y + exp (-y ^ 2) / √π)
        (2 / √π * exp (-y ^ 2) * (x - y)) y := by
      intro y
      have h3 : HasDerivAt (fun y : ℝ => exp (-y ^ 2)) (exp (-y ^ 2) * (-(2 * y))) y :=
        (((hasDerivAt_id' y).fun_pow 2).fun_neg.exp).congr_deriv (by simp)
      exact (((erf_hasDerivAt y).const_mul x).fun_add (h3.div_const (√π))).congr_deriv
        (by ring)
    have ha : StrictAntiOn (fun y => x * erf y + exp (-y ^ 2) / √π) (Set.Ici x) := by
      refine strictAntiOn_of_deriv_neg (convex_Ici x)
        (fun y _ => (hd y).continuousAt.continuousWithinAt) (fun y hy => ?_)
      have hy' : x < y := by simpa using hy
      rw [(hd y).deriv]
      exact mul_neg_of_pos_of_neg (by positivity) (sub_neg.2 hy')
    have he : Tendsto (fun y : ℝ => exp (-y ^ 2)) atTop (𝓝 0) :=
      Real.tendsto_exp_atBot.comp
        (tendsto_neg_atTop_atBot.comp (tendsto_pow_atTop two_ne_zero))
    have hl : Tendsto (fun y => x * erf y + exp (-y ^ 2) / √π) atTop (𝓝 x) := by
      simpa using (erf_tendsto_one.const_mul x).add (he.div_const (√π))
    have m1 : x + 1 ∈ Set.Ici x := Set.mem_Ici.2 (by linarith)
    have hle : x ≤ x * erf (x + 1) + exp (-(x + 1) ^ 2) / √π :=
      le_of_tendsto hl ((eventually_ge_atTop (x + 1)).mono fun y hy =>
        ha.antitoneOn m1 (Set.mem_Ici.2 (by linarith)) hy)
    exact lt_of_le_of_lt hle (ha (Set.mem_Ici.2 le_rfl) m1 (by linarith))
  -- restore the length scale 1/α
  have key2 : ∀ y : ℝ, y < parry α y := by
    intro y
    have e : parry α y
        = (α * y * erf (α * y) + exp (-(α * y) ^ 2) / √π) / α := by
      unfold parry
      generalize exp (-(α * y) ^ 2) = g
      generalize erf (α * y) = r
      field_simp
    rw [e, lt_div_iff₀ hα]
    linarith [key (α * y)]
  rcases abs_choice z with h | h <;> rw [h]
  · exact key2 z
  · exact (key2 (-z)).trans_eq (parry_even α z)

/-- The excess of the kernel over `|z|` is bounded by its Gaussian term. -/
theorem parry_sub_abs_le (α z : ℝ) :
    parry α z - |z| ≤ exp (-(α * z) ^ 2) / (α * √π) := by
  have hm : Monotone erf := monotone_of_deriv_nonneg
    (fun x => (erf_hasDerivAt x).differentiableAt)
    (fun x => by rw [(erf_hasDerivAt x).deriv]; positivity)
  have h1 : ∀ x, erf x ≤ 1 := fun x => hm.ge_of_tendsto erf_tendsto_one x
  have h2 : |erf (α * z)| ≤ 1 :=
    abs_le.2 ⟨by linarith [h1 (-(α * z)), erf_neg (α * z)], h1 _⟩
  have h3 : z * erf (α * z) ≤ |z| := by
    calc z * erf (α * z) ≤ |z * erf (α * z)| := le_abs_self _
      _ = |z| * |erf (α * z)| := abs_mul _ _
      _ ≤ |z| := mul_le_of_le_one_right (abs_nonneg z) h2
  unfold parry
  linarith

/-- The zero-wavevector kernel is even, has a Gaussian second derivative, exceeds `|z|`
everywhere, and approaches `z` as `z → ∞`. -/
theorem parry_term {α : ℝ} (hα : 0 < α) :
    (∀ z, parry α (-z) = parry α z) ∧
    (∀ z, HasDerivAt (deriv (parry α)) (2 * α / √π * exp (-(α * z) ^ 2)) z) ∧
    (∀ z, |z| < parry α z) ∧
    Tendsto (fun z => parry α z - z) atTop (𝓝 0) := by
  refine ⟨parry_even α, parry_second_deriv hα, abs_lt_parry hα, ?_⟩
  have he : Tendsto (fun y : ℝ => exp (-y ^ 2)) atTop (𝓝 0) :=
    Real.tendsto_exp_atBot.comp
      (tendsto_neg_atTop_atBot.comp (tendsto_pow_atTop two_ne_zero))
  have hg : Tendsto (fun z : ℝ => exp (-(α * z) ^ 2) / (α * √π)) atTop (𝓝 0) := by
    have h := (he.comp (tendsto_id.const_mul_atTop hα)).div_const (α * √π)
    rw [zero_div] at h
    exact h
  refine squeeze_zero' (Eventually.of_forall fun z => ?_) ?_ hg
  · linarith [abs_lt_parry hα z, le_abs_self z]
  · filter_upwards [eventually_ge_atTop (0 : ℝ)] with z hz
    have h := parry_sub_abs_le α z
    rwa [abs_of_nonneg hz] at h

/-- A function with the same Gaussian second derivative that approaches `z` as `z → ∞`
is the zero-wavevector kernel. -/
theorem parry_unique {α : ℝ} (hα : 0 < α) (f f' : ℝ → ℝ)
    (hf : ∀ z, HasDerivAt f (f' z) z)
    (hf' : ∀ z, HasDerivAt f' (2 * α / √π * exp (-(α * z) ^ 2)) z)
    (hlim : Tendsto (fun z => f z - z) atTop (𝓝 0)) : f = parry α := by
  -- the difference of the slopes is a constant c
  have hd : ∀ z, HasDerivAt (fun y => f' y - deriv (parry α) y) 0 z := fun z =>
    ((hf' z).fun_sub (parry_second_deriv hα z)).congr_deriv (sub_self _)
  obtain ⟨c, hc⟩ : ∃ c, ∀ z, f' z - deriv (parry α) z = c :=
    ⟨_, fun z => is_const_of_deriv_eq_zero (fun y => (hd y).differentiableAt)
      (fun y => (hd y).deriv) z 0⟩
  have hg : ∀ z, HasDerivAt (fun y => f y - parry α y - c * y) 0 z := by
    intro z
    have h := ((hf z).fun_sub (parry_hasDerivAt hα z)).fun_sub
      ((hasDerivAt_id' z).const_mul c)
    refine h.congr_deriv ?_
    have h' := hc z
    rw [(parry_hasDerivAt hα z).deriv] at h'
    linarith
  have hk : ∀ y z, f y - parry α y - c * y = f z - parry α z - c * z := fun y z =>
    is_const_of_deriv_eq_zero (fun y => (hg y).differentiableAt) (fun y => (hg y).deriv) y z
  have hl : Tendsto (fun z => f z - parry α z) atTop (𝓝 0) := by
    have h := hlim.sub (parry_term hα).2.2.2
    rw [sub_zero] at h
    exact h.congr fun z => by ring
  -- decay at infinity removes first the slope, then the constant
  have hc0 : c = 0 := by
    have h := (hl.comp (tendsto_atTop_add_const_right atTop (1 : ℝ) tendsto_id)).sub hl
    rw [sub_zero] at h
    refine tendsto_nhds_unique tendsto_const_nhds (h.congr fun z => ?_)
    change f (z + 1) - parry α (z + 1) - (f z - parry α z) = c
    linarith [hk (z + 1) z]
  funext z
  have h0 : f z - parry α z = 0 := by
    refine tendsto_nhds_unique tendsto_const_nhds (hl.congr fun y => ?_)
    have h := hk y z
    rw [hc0] at h
    linarith
  linarith

end

end SlabEwaldParry
```

```lean
#print axioms SlabEwaldParry.parry_unique
-- 'SlabEwaldParry.parry_unique' depends on axioms: [propext, Classical.choice, Quot.sound]
```

## Exact statements about one pair separation

In the file, `parry α z` is $h(z)$, a real function of one real separation, and `erf` is defined by the normalised integral above. The hypothesis `0 < α` says that the smearing width is finite and positive.

The theorem `parry_term` joins four statements: evenness, the second derivative, the strict lower bound and the limit. Its second part applies `HasDerivAt` to `deriv (parry α)`, so the Gaussian is the derivative of the kernel's actual derivative at every $z$. In the fourth, `atTop` means $z\to+\infty$ and `𝓝 0` means convergence to zero. The explicit upper bound is `parry_sub_abs_le`.

In `parry_unique`, `f'` is a separate function, and the hypotheses make it the derivative of `f` and give it the Gaussian derivative. The conclusion `f = parry α` is equality on the whole line, without assuming that `f` is even.

The proofs follow the derivation:

- `erf_hasDerivAt`, `erf_neg` and `erf_tendsto_one` supply the derivative, oddness and limit of erf, and `parry_even` carries the symmetry over to the kernel.
- `parry_hasDerivAt` assembles the product and chain rules; its `key` step is the cancellation of the two Gaussian terms. `parry_second_deriv` differentiates the result.
- In `abs_lt_parry`, `hd` computes $F'$, `ha` gives the strict decrease and `hl` the limit. The point `x + 1` keeps the inequality strict, `key2` restores the length $1/\alpha$, and `abs_choice` splits $|z|$ into its two cases.
- `parry_sub_abs_le` gets $|\mathrm{erf}|\le1$ from monotonicity and oddness, and `parry_term` finishes with the squeeze.
- `parry_unique` uses the vanishing-derivative theorem twice, first for the slopes and then for the functions with the linear term removed. The unit shift in `hc0` eliminates $c$.

These are results in exact real arithmetic for a single kernel; the energy formula with its prefactor, the derivation of the kernel from the Coulomb lattice sum, the other Ewald terms and floating-point rounding lie beyond them. When the results are applied to a code with another normalisation of the error function or another splitting parameter, its quantities must first be converted to those used here, where $\alpha$ is an inverse length multiplying $z$.
